# The Frumkin isotherm θ/(1−θ) · exp(gθ) = c gives exactly one coverage for every c > 0 if and only if g ≥ −4

An iterative root-finder applied to the Frumkin equation for the coverage returns at most one number per run. If the adsorbed particles attract each other strongly enough, the equation has several solutions at some activities, and the number returned can then depend on the starting guess. A computed isotherm can jump between branches with no warning from the solver. One needs to know for which interactions this can happen.

## From the slope at half coverage to three solutions

Let θ be the fraction of occupied surface sites, 0 < θ < 1, and let c > 0 be the reduced activity, that is, the bulk activity times the adsorption equilibrium constant. The Frumkin isotherm is

f(θ) = θ/(1−θ) · exp(gθ) = c.

The real number g measures the lateral interaction in units of the thermal energy. It stands for a mean-field energy proportional to coverage: g > 0 is repulsion, g < 0 attraction, and g = 0 gives the Langmuir isotherm. The claim is that there is exactly one solution θ in (0,1) for every c > 0 if and only if g ≥ −4.

**Slope.** The derivative of θ/(1−θ) is 1/(1−θ)², so the product rule gives

f′(θ) = exp(gθ)/(1−θ)² + gθ exp(gθ)/(1−θ) = exp(gθ) · [1 + gθ(1−θ)]/(1−θ)².

At half coverage this equals (4+g) exp(g/2), which changes sign at g = −4.

**Uniqueness for g ≥ −4.** The bracket can be written as

1 + gθ(1−θ) = (g+4)θ(1−θ) + 4(θ−1/2)².

The first term is non-negative and the second is positive unless θ = 1/2. Hence f increases strictly on (0,1/2] and on [1/2,1), and therefore on all of (0,1). This includes g = −4, where the slope vanishes at the single point θ = 1/2. A strictly increasing function takes each value at most once.

**Existence for every g.** Put K = c exp(|g|) and b = K/(1+K). Then 0 < b < 1 and b/(1−b) = K, so

f(b) = c exp(|g| + gb) ≥ c,

because |g| + gb ≥ 0. Since f(0) = 0 < c and f is continuous on [0,b], the intermediate value theorem gives a θ in (0,b] with f(θ) = c.

**Symmetry.** Exchanging particles and vacancies inverts the fraction θ/(1−θ), so

f(θ) · f(1−θ) = exp(gθ) · exp(g(1−θ)) = exp(g).

**Failure for g < −4.** Take c = exp(g/2), which is f(1/2). Set d = 1/4 + 1/g, so that 0 < d < 1/4. For 1/2−d < x < 1/2 we have (1/2−x)² < 1/2−x < d, and hence

x(1−x) = 1/4 − (1/2−x)² > 1/4 − d = −1/g.

Multiplying by the negative g gives gx(1−x) < −1, so the slope is negative there and f(1/2−d) > f(1/2) = c. The intermediate value theorem on [0,1/2−d] yields a dilute solution θ < 1/2. By symmetry f(1−θ) = exp(g)/exp(g/2) = c, so 1−θ is a dense solution. With θ = 1/2 that makes three.

With constant g, the isotherm equation by itself defines the coverage as a single-valued function over all positive activities exactly when g ≥ −4. For g < −4, the dilute and dense solutions at c = exp(g/2) are the mean-field picture of two coexisting adsorbate phases. The theorems below do not address which solutions are stable.

## The isotherm and its slope in Lean

The development works over Mathlib's real numbers. Opening `Set` gives short names to intervals: `Ioo` is open, `Icc` closed, and `Ioc` and `Ico` are half-open.

```lean
import Mathlib

open Set

namespace FrumkinIsotherm
```

The function f becomes `activity`, with the interaction as its first argument. Its sign convention is the one above, with attraction negative.

```lean
/-- The reduced activity `θ / (1 - θ) * exp (g θ)` of an adsorbate at coverage `θ ≠ 1`
with interaction parameter `g`, according to the Frumkin isotherm. -/
noncomputable def activity (g θ : ℝ) : ℝ := θ / (1 - θ) * Real.exp (g * θ)
```

`HasDerivAt F s θ` says that F has derivative s at θ. The proof differentiates the fraction and the exponential separately, then combines them by the product rule; the equation `e` brings the result to the factored form.

```lean
/-- The slope of the Frumkin isotherm, activity against coverage, at any coverage `θ ≠ 1`. -/
theorem hasDerivAt_activity (g : ℝ) {θ : ℝ} (h : θ ≠ 1) :
    HasDerivAt (activity g)
      (Real.exp (g * θ) * (1 + g * θ * (1 - θ)) / (1 - θ) ^ 2) θ := by
  have h1 : 1 - θ ≠ 0 := sub_ne_zero.mpr h.symm
  have hq : HasDerivAt (fun x : ℝ => x / (1 - x))
      ((1 * (1 - θ) - θ * (-1)) / (1 - θ) ^ 2) θ :=
    (hasDerivAt_id' θ).fun_div ((hasDerivAt_id' θ).const_sub 1) h1
  have he : HasDerivAt (fun x : ℝ => Real.exp (g * x)) (Real.exp (g * θ) * (g * 1)) θ :=
    ((hasDerivAt_id' θ).const_mul g).exp
  have hf : θ / (1 - θ) = θ * (1 - θ) / (1 - θ) ^ 2 := by field_simp
  have e : Real.exp (g * θ) * (1 + g * θ * (1 - θ)) / (1 - θ) ^ 2
      = (1 * (1 - θ) - θ * (-1)) / (1 - θ) ^ 2 * Real.exp (g * θ)
        + θ / (1 - θ) * (Real.exp (g * θ) * (g * 1)) := by
    rw [hf]; ring
  rw [e]
  exact hq.fun_mul he
```

Substituting θ = 1/2 gives the slope that locates the threshold.

```lean
/-- At half coverage the slope of the isotherm is `(4 + g) * exp (g / 2)`. -/
theorem slope_half (g : ℝ) :
    HasDerivAt (activity g) ((4 + g) * Real.exp (g / 2)) (1 / 2) := by
  convert hasDerivAt_activity g (by norm_num : (1 / 2 : ℝ) ≠ 1) using 1
  rw [show g * (1 / 2) = g / 2 by ring]
  ring
```

## Strict increase down to g = −4

`StrictMonoOn (activity g) (Ioo 0 1)` says that a larger coverage in (0,1) always has a larger activity. The step `pos` proves the slope positive away from half coverage; its `nlinarith` call uses the decomposition into (g+4)θ(1−θ) and a square. Then `left` and `right` treat the two halves, and the final case distinction compares coverages on opposite sides of 1/2 through the value at 1/2.

```lean
/-- For `g ≥ -4` the activity increases strictly with coverage between 0 and 1. -/
theorem activity_strictMonoOn {g : ℝ} (hg : -4 ≤ g) :
    StrictMonoOn (activity g) (Ioo 0 1) := by
  -- the slope is positive away from half coverage
  have pos : ∀ x : ℝ, 0 < x → x < 1 → x ≠ 1 / 2 → 0 < deriv (activity g) x := by
    intro x h0 h1 hne
    rw [(hasDerivAt_activity g h1.ne).deriv]
    have hs : 0 < (x - 1 / 2) ^ 2 := by
      have := sub_ne_zero.mpr hne
      positivity
    have hb : 0 < 1 + g * x * (1 - x) := by
      nlinarith [mul_nonneg (by linarith : 0 ≤ g + 4) (mul_pos h0 (sub_pos.mpr h1)).le]
    exact div_pos (mul_pos (Real.exp_pos _) hb) (pow_pos (sub_pos.mpr h1) 2)
  have left : StrictMonoOn (activity g) (Ioc 0 (1 / 2)) := by
    refine strictMonoOn_of_deriv_pos (convex_Ioc _ _) (fun x hx => ?_) (fun x hx => ?_)
    · have h1 : x < 1 := by linarith [hx.2]
      exact (hasDerivAt_activity g h1.ne).continuousAt.continuousWithinAt
    · rw [interior_Ioc] at hx
      exact pos x hx.1 (by linarith [hx.2]) hx.2.ne
  have right : StrictMonoOn (activity g) (Ico (1 / 2) 1) := by
    refine strictMonoOn_of_deriv_pos (convex_Ico _ _) (fun x hx => ?_) (fun x hx => ?_)
    · exact (hasDerivAt_activity g hx.2.ne).continuousAt.continuousWithinAt
    · rw [interior_Ico] at hx
      exact pos x (by linarith [hx.1]) hx.2 hx.1.ne'
  -- join the two halves at half coverage
  intro x hx y hy hxy
  rcases le_total y (1 / 2) with h | h
  · exact left ⟨hx.1, by linarith⟩ ⟨hy.1, h⟩ hxy
  · rcases lt_or_ge x (1 / 2) with h' | h'
    · have a := left ⟨hx.1, h'.le⟩ ⟨by norm_num, le_refl _⟩ h'
      have b := right.monotoneOn ⟨le_refl _, by norm_num⟩ ⟨h, hy.2⟩ h
      exact lt_of_lt_of_le a b
    · exact right ⟨h', hx.2⟩ ⟨h, hy.2⟩ hxy
```

## A coverage for every activity

The intermediate value argument is stated for a general upper end b because it is needed twice. The activity at zero coverage is 0, which rules out θ = 0 as the solution.

```lean
/-- Every positive activity not above the activity at a coverage `b < 1` is reached
at some positive coverage not above `b`. -/
theorem exists_coverage_le (g : ℝ) {b c : ℝ} (hb0 : 0 < b) (hb1 : b < 1) (hc : 0 < c)
    (hle : c ≤ activity g b) : ∃ θ ∈ Ioc 0 b, activity g θ = c := by
  have h0 : activity g 0 = 0 := by simp [activity]
  have hcont : ContinuousOn (activity g) (Icc 0 b) := fun x hx =>
    (hasDerivAt_activity g (lt_of_le_of_lt hx.2 hb1).ne).continuousAt.continuousWithinAt
  obtain ⟨θ, hθ, he⟩ := intermediate_value_Icc hb0.le hcont ⟨by rw [h0]; exact hc.le, hle⟩
  refine ⟨θ, ⟨lt_of_le_of_ne hθ.1 ?_, hθ.2⟩, he⟩
  intro h
  rw [← h, h0] at he
  linarith
```

For arbitrary g and c > 0, the proof chooses b from K as above and shows that its activity is at least c.

```lean
/-- For every real interaction `g`, each positive activity is reached at some coverage
strictly between 0 and 1. -/
theorem exists_coverage (g : ℝ) {c : ℝ} (hc : 0 < c) :
    ∃ θ ∈ Ioo (0 : ℝ) 1, activity g θ = c := by
  obtain ⟨K, hK⟩ : ∃ K, K = c * Real.exp |g| := ⟨_, rfl⟩
  have hK0 : 0 < K := by rw [hK]; positivity
  -- the coverage b with b / (1 - b) = K already has activity at least c
  obtain ⟨b, hb0, hb1, hbK⟩ : ∃ b : ℝ, 0 < b ∧ b < 1 ∧ b * (1 + K) = K :=
    ⟨K / (1 + K), by positivity, (div_lt_one (by positivity)).mpr (by linarith),
      div_mul_cancel₀ _ (by positivity)⟩
  have hq : b / (1 - b) = K := by
    rw [div_eq_iff (sub_pos.mpr hb1).ne']
    linear_combination hbK
  have hexp : 0 ≤ |g| + g * b := by
    nlinarith [mul_nonneg (by linarith [neg_abs_le g] : 0 ≤ g + |g|) hb0.le,
      mul_nonneg (abs_nonneg g) (sub_pos.mpr hb1).le]
  have hle : c ≤ activity g b := by
    unfold activity
    rw [hq, hK, mul_assoc, ← Real.exp_add]
    exact le_mul_of_one_le_right hc.le (Real.one_le_exp hexp)
  obtain ⟨θ, hθ, he⟩ := exists_coverage_le g hb0 hb1 hc hle
  exact ⟨θ, ⟨hθ.1, lt_of_le_of_lt hθ.2 hb1⟩, he⟩
```

## Dilute and dense solutions for g < −4

The symmetry is a product identity for coverages strictly between 0 and 1.

```lean
/-- Particle-vacancy symmetry: for `0 < θ < 1` the activities at coverages `θ` and `1 - θ`
multiply to `exp g`. -/
theorem activity_mul_activity (g : ℝ) {θ : ℝ} (h : θ ∈ Ioo (0 : ℝ) 1) :
    activity g θ * activity g (1 - θ) = Real.exp g := by
  have h0 : θ ≠ 0 := h.1.ne'
  have h1 : 1 - θ ≠ 0 := (sub_pos.mpr h.2).ne'
  have e : Real.exp (g * θ) * Real.exp (g * (1 - θ)) = Real.exp g := by
    rw [← Real.exp_add]
    congr 1
    ring
  have q : θ / (1 - θ) * ((1 - θ) / θ) = 1 := by field_simp
  unfold activity
  rw [sub_sub_cancel, mul_mul_mul_comm, q, e, one_mul]
```

The next theorem finds a θ in (0,1/2) such that θ, 1/2 and 1−θ all have activity exp(g/2). The step `anti` proves that the activity falls across the window of width d, `exists_coverage_le` supplies the dilute solution, and cancelling a factor exp(g/2) from the symmetry gives the dense one. The theorem concerns this one activity and does not exclude further solutions.

```lean
/-- For `g < -4` the activity `exp (g / 2)` is shared by three coverages: some `θ` between
0 and 1/2, half coverage, and `1 - θ`. -/
theorem three_coverages {g : ℝ} (hg : g < -4) :
    ∃ θ ∈ Ioo (0 : ℝ) (1 / 2), activity g θ = Real.exp (g / 2) ∧
      activity g (1 / 2) = Real.exp (g / 2) ∧ activity g (1 - θ) = Real.exp (g / 2) := by
  have hg0 : g < 0 := by linarith
  have half : activity g (1 / 2) = Real.exp (g / 2) := by
    unfold activity
    rw [show (1 / 2 : ℝ) / (1 - 1 / 2) = 1 by norm_num, one_mul]
    congr 1
    ring
  -- d is the width of a window below half coverage where the slope is negative
  obtain ⟨d, hgd, hd1⟩ : ∃ d : ℝ, g * d = g / 4 + 1 ∧ d < 1 / 4 := by
    refine ⟨1 / 4 + 1 / g, ?_, by linarith [one_div_neg.mpr hg0]⟩
    rw [mul_add, mul_one_div_cancel hg0.ne]
    ring
  have hd0 : 0 < d := by
    by_contra h
    nlinarith [not_lt.mp h]
  have anti : StrictAntiOn (activity g) (Icc (1 / 2 - d) (1 / 2)) := by
    refine strictAntiOn_of_deriv_neg (convex_Icc _ _) (fun x hx => ?_) (fun x hx => ?_)
    · have h1 : x < 1 := by linarith [hx.2]
      exact (hasDerivAt_activity g h1.ne).continuousAt.continuousWithinAt
    · rw [interior_Icc] at hx
      obtain ⟨hl, hr⟩ := hx
      have h1 : x < 1 := by linarith
      rw [(hasDerivAt_activity g h1.ne).deriv]
      have hq : 1 / 4 - d < x * (1 - x) := by
        nlinarith [mul_pos (by linarith : 0 < 1 / 2 - x) (by linarith : 0 < 1 - (1 / 2 - x))]
      have hn : 1 + g * x * (1 - x) < 0 := by
        nlinarith [mul_pos_of_neg_of_neg hg0 (sub_neg.mpr hq)]
      exact div_neg_of_neg_of_pos (mul_neg_of_pos_of_neg (Real.exp_pos _) hn)
        (pow_pos (sub_pos.mpr h1) 2)
  have hlt := anti ⟨le_refl _, by linarith⟩ ⟨by linarith, le_refl _⟩
    (by linarith : 1 / 2 - d < 1 / 2)
  rw [half] at hlt
  obtain ⟨θ, hθ, he⟩ := exists_coverage_le g (by linarith) (by linarith)
    (Real.exp_pos (g / 2)) hlt.le
  have hθ2 : θ < 1 / 2 := by linarith [hθ.2]
  refine ⟨θ, ⟨hθ.1, hθ2⟩, he, half, ?_⟩
  -- the dense solution follows from particle-vacancy symmetry
  have hs := activity_mul_activity g (θ := θ) ⟨hθ.1, by linarith⟩
  rw [he] at hs
  apply mul_left_cancel₀ (Real.exp_pos (g / 2)).ne'
  rw [hs, ← Real.exp_add]
  congr 1
  ring
```

## The equivalence

In the final statement, `∃!` means "there is exactly one", and the condition after it requires both that θ lies in (0,1) and that it solves the isotherm. The quantifier over c stands inside the equivalence: for g < −4 uniqueness fails for at least one activity, not necessarily for all.

For the forward direction, g < −4 would give two solutions at c = exp(g/2), one below 1/2 and one equal to it, and uniqueness would force them to coincide. The reverse direction takes existence from `exists_coverage` and uniqueness from strict monotonicity.

```lean
/-- The Frumkin isotherm assigns exactly one coverage between 0 and 1 to every positive
activity `c` if and only if `g ≥ -4`. -/
theorem unique_coverage_iff (g : ℝ) :
    (∀ c : ℝ, 0 < c → ∃! θ : ℝ, θ ∈ Ioo (0 : ℝ) 1 ∧ activity g θ = c) ↔ -4 ≤ g := by
  constructor
  · intro h
    by_contra hg
    obtain ⟨θ, hθ, he, half, _⟩ := three_coverages (not_le.mp hg)
    have heq : θ = 1 / 2 := (h _ (Real.exp_pos (g / 2))).unique
      ⟨⟨hθ.1, by linarith [hθ.2]⟩, he⟩ ⟨⟨by norm_num, by norm_num⟩, half⟩
    linarith [hθ.2]
  · intro hg c hc
    obtain ⟨θ, hθ, he⟩ := exists_coverage g hc
    exact ⟨θ, ⟨hθ, he⟩, fun y hy =>
      (activity_strictMonoOn hg).injOn hy.1 hθ (hy.2.trans he.symm)⟩

end FrumkinIsotherm
```

```lean
#print axioms FrumkinIsotherm.slope_half
-- 'FrumkinIsotherm.slope_half' depends on axioms: [propext, Classical.choice, Quot.sound]
#print axioms FrumkinIsotherm.unique_coverage_iff
-- 'FrumkinIsotherm.unique_coverage_iff' depends on axioms: [propext, Classical.choice, Quot.sound]
```
